# Single-orbital condensed Fukui values of a degenerate level fill the interval \([0,P_{kk}]\)

An orbital is a vector \(u\) of complex amplitudes \(u_i\) on finitely many sites \(i\), which are treated as an orthonormal basis. A level is described by its projector \(P\), a Hermitian matrix with \(P^2=P\), whose rank is the number of independent orbitals in the level. The level is degenerate when this rank is at least two. The level here is the frontier level, which gains or loses an electron. When one electron is added to or removed from a single normalised orbital \(u\) of this level, with \(\sum_i|u_i|^2=1\), the condensed Fukui value at site \(k\) is \(|u_k|^2\), the size of the change in the electron number on that site. This is the frontier-orbital approximation, in which the orbitals do not relax when the electron is added or removed.

```lean
import Mathlib

open Matrix

namespace FrontierDegeneracy

variable {n : Type*} [Fintype n]
```

The type `n` is the set of sites, and `Fintype n` says that it is finite. An amplitude vector is a function `n → ℂ`, and an operator is a `Matrix n n ℂ`.

## Orbitals of a level and their values at a site

```lean
/-- `u` is a normalised orbital of the level with projector `P`. -/
def IsLevelOrbital (P : Matrix n n ℂ) (u : n → ℂ) : Prop :=
  P *ᵥ u = u ∧ ∑ i, ‖u i‖ ^ 2 = 1
```

`IsLevelOrbital P u` combines two conditions: \(Pu=u\), so that \(u\) lies in the level, and \(\sum_i|u_i|^2=1\). The symbol `*ᵥ` applies a matrix to a vector, and `‖u i‖` is the modulus of a complex number. No Hamiltonian appears; the level enters only through its projector.

```lean
/-- The condensed Fukui values `|u_k|²` at site `k` given by the single normalised orbitals
of the level `P`. -/
def fukuiValues (P : Matrix n n ℂ) (k : n) : Set ℝ :=
  {f | ∃ u, IsLevelOrbital P u ∧ ‖u k‖ ^ 2 = f}
```

`fukuiValues P k` is the set of all real numbers \(|u_k|^2\) that arise as \(u\) runs through the normalised orbitals of the level. A single-orbital value at \(k\) is well defined when this set has exactly one element.

## The upper bound \(P_{kk}\)

```lean
/-- A diagonal element of a Hermitian projector is the squared norm of its row. -/
theorem diag_eq_row_norm {P : Matrix n n ℂ} (hH : P.IsHermitian) (hP : P * P = P) (k : n) :
    P k k = ((∑ j, ‖P k j‖ ^ 2 : ℝ) : ℂ) := by
  have h : ∑ j, P k j * P j k = P k k := by
    rw [← Matrix.mul_apply, hP]
  rw [← h, Complex.ofReal_sum]
  refine Finset.sum_congr rfl fun j _ => ?_
  rw [← hH.apply j k, Complex.star_def, Complex.mul_conj, Complex.normSq_eq_norm_sq]
```

In the Lean theorems here, the hypotheses stand in brackets after the theorem's name, and the conclusion follows the first colon that lies outside all brackets. Here `hH` says that \(P\) is Hermitian and `hP` that \(P^2=P\). By hand,

\[
P_{kk}=(P^2)_{kk}=\sum_j P_{kj}P_{jk}=\sum_j P_{kj}\overline{P_{kj}}=\sum_j|P_{kj}|^2 .
\]

The proof follows the same steps: `h` is the matrix product, and the last line uses Hermiticity term by term. The equation holds between complex numbers, so it also shows that \(P_{kk}\) is real. Later statements write this real number as `(P k k).re`.

```lean
/-- No normalised orbital of a level with Hermitian projector `P` has a weight on site `k`
above `P_kk`. -/
theorem fukui_le {P : Matrix n n ℂ} (hH : P.IsHermitian) (hP : P * P = P) (k : n)
    {u : n → ℂ} (hu : IsLevelOrbital P u) : ‖u k‖ ^ 2 ≤ (P k k).re := by
  have hre : (P k k).re = ∑ j, ‖P k j‖ ^ 2 :=
    (congrArg Complex.re (diag_eq_row_norm hH hP k)).trans (Complex.ofReal_re _)
  have hk : u k = ∑ j, P k j * u j := (congrFun hu.1 k).symm
  have hn : ‖u k‖ ≤ ∑ j, ‖P k j‖ * ‖u j‖ := by
    rw [hk]
    exact (norm_sum_le _ _).trans_eq (Finset.sum_congr rfl fun j _ => norm_mul _ _)
  -- Cauchy-Schwarz between row `k` of the projector and the orbital
  calc ‖u k‖ ^ 2 ≤ (∑ j, ‖P k j‖ * ‖u j‖) ^ 2 := pow_le_pow_left₀ (norm_nonneg _) hn 2
    _ ≤ (∑ j, ‖P k j‖ ^ 2) * ∑ j, ‖u j‖ ^ 2 := Finset.sum_mul_sq_le_sq_mul_sq _ _ _
    _ = (P k k).re := by rw [hu.2, mul_one, hre]
```

For a normalised orbital of the level, \(u_k=(Pu)_k=\sum_jP_{kj}u_j\). The triangle inequality and Cauchy–Schwarz give

\[
|u_k|^2\le\Big(\sum_j|P_{kj}||u_j|\Big)^2\le\sum_j|P_{kj}|^2\,\sum_j|u_j|^2=P_{kk}.
\]

The `calc` block is this chain, with `hn` supplying the triangle inequality. The rank plays no part yet.

Hermiticity does. On sites 0, 1, 2 take

\[
Q=\begin{pmatrix}1&0&0\\0&1&0\\1&0&0\end{pmatrix}.
\]

Then \(Q^2=Q\) and the rank is two, but \(Q\) is not Hermitian. The vector \(u=(1,0,1)/\sqrt2\) is normalised and satisfies \(Qu=u\), yet \(|u_2|^2=1/2\) while \(Q_{22}=0\). Without Hermiticity the upper bound can fail.

## An orbital with a node at the chosen site

```lean
/-- A level whose projector has rank at least two contains, for each site, a normalised
orbital with a node there. -/
theorem exists_node {P : Matrix n n ℂ} (hP : P * P = P) (hr : 2 ≤ P.rank) (k : n) :
    ∃ w, IsLevelOrbital P w ∧ w k = 0 := by
  -- the amplitude at `k` is one linear condition on a space of dimension at least two
  let f : LinearMap.range P.mulVecLin →ₗ[ℂ] ℂ :=
    (LinearMap.proj k : (n → ℂ) →ₗ[ℂ] ℂ).comp (Submodule.subtype _)
  have hf : LinearMap.ker f ≠ ⊥ := by
    apply LinearMap.ker_ne_bot_of_finrank_lt
    rw [Module.finrank_self]
    exact hr
  obtain ⟨⟨x, hx⟩, hxk, hx0⟩ := Submodule.exists_mem_ne_zero_of_ne_bot hf
  have hk : x k = 0 := hxk
  have hne : x ≠ 0 := fun h => hx0 (Subtype.ext h)
  obtain ⟨y, hy⟩ := hx
  have hy' : P *ᵥ y = x := hy
  have hPx : P *ᵥ x = x := by rw [← hy', Matrix.mulVec_mulVec, hP]
  obtain ⟨i, hi⟩ := Function.ne_iff.1 hne
  have hN : 0 < ∑ i, ‖x i‖ ^ 2 :=
    Finset.sum_pos' (fun j _ => sq_nonneg _)
      ⟨i, Finset.mem_univ i, pow_pos (norm_pos_iff.2 hi) 2⟩
  -- normalise the vector found
  refine ⟨(((√(∑ i, ‖x i‖ ^ 2))⁻¹ : ℝ) : ℂ) • x, ⟨?_, ?_⟩, ?_⟩
  · rw [Matrix.mulVec_smul, hPx]
  · simp only [Pi.smul_apply, smul_eq_mul, norm_mul, mul_pow, Complex.norm_real,
      Real.norm_eq_abs, sq_abs]
    rw [← Finset.mul_sum, inv_pow, Real.sq_sqrt hN.le, inv_mul_cancel₀ hN.ne']
  · rw [Pi.smul_apply, hk, smul_zero]
```

The range of \(P\) has dimension at least two, and \(x\mapsto x_k\) is a linear map from it to the one-dimensional space \(\mathbb C\). Its kernel therefore contains some \(x\ne0\) with \(x_k=0\). Since \(x=Py\) for some \(y\), we have \(Px=P^2y=Py=x\). Dividing by the norm gives the orbital

\[
w=\frac{x}{\sqrt{\sum_i|x_i|^2}},\qquad w_k=0 .
\]

In the code, `f` is the linear map, `hf` says that its kernel is not zero, and `hN` says that the squared norm is positive. The final three bullets check \(Pw=w\), the normalisation and the node.

## Every value in the interval occurs

```lean
/-- For a degenerate level, described by a Hermitian projector `P` of rank at least two, the
single-orbital condensed Fukui values at site `k` fill exactly the interval `[0, P_kk]`. -/
theorem fukuiValues_eq_Icc {P : Matrix n n ℂ} (hH : P.IsHermitian) (hP : P * P = P)
    (hr : 2 ≤ P.rank) (k : n) : fukuiValues P k = Set.Icc 0 (P k k).re := by
  ext t
  constructor
  · rintro ⟨u, hu, rfl⟩
    exact ⟨sq_nonneg _, fukui_le hH hP k hu⟩
  rintro ⟨ht0, htp⟩
  obtain ⟨w, hw, hwk⟩ := exists_node hP hr k
  have hd := diag_eq_row_norm hH hP k
  have hre : (P k k).re = ∑ j, ‖P k j‖ ^ 2 :=
    (congrArg Complex.re hd).trans (Complex.ofReal_re _)
  rw [← hre] at hd
  generalize (P k k).re = p at hd hre htp
  rcases (ht0.trans htp).eq_or_lt with hp | hp
  · refine ⟨w, hw, ?_⟩
    rw [hwk, norm_zero]
    linarith
  -- mix column `k` of the projector with the orbital that has a node at `k`
  have hcol : P *ᵥ (fun j => P j k) = fun j => P j k := by
    ext i
    exact congrFun (congrFun hP i) k
  have hb : 0 ≤ 1 - t / p := sub_nonneg.2 ((div_le_one hp).2 htp)
  have horth : ∑ j, P k j * w j = 0 := (congrFun hw.1 k).trans hwk
  have hexp : ∀ (c b : ℝ) (j : n), ‖(c : ℂ) * P j k + (b : ℂ) * w j‖ ^ 2 =
      c ^ 2 * ‖P k j‖ ^ 2 + b ^ 2 * ‖w j‖ ^ 2 + 2 * c * b * (P k j * w j).re := by
    intro c b j
    rw [← hH.apply j k]
    simp only [Complex.sq_norm, Complex.normSq_apply, Complex.star_def, Complex.add_re,
      Complex.add_im, Complex.mul_re, Complex.mul_im, Complex.ofReal_re, Complex.ofReal_im,
      Complex.conj_re, Complex.conj_im]
    ring
  refine ⟨((√t / p : ℝ) : ℂ) • (fun j => P j k) + ((√(1 - t / p) : ℝ) : ℂ) • w,
    ⟨?_, ?_⟩, ?_⟩
  · rw [Matrix.mulVec_add, Matrix.mulVec_smul, Matrix.mulVec_smul, hcol, hw.1]
  · simp only [Pi.add_apply, Pi.smul_apply, smul_eq_mul, hexp]
    rw [Finset.sum_add_distrib, Finset.sum_add_distrib, ← Finset.mul_sum, ← Finset.mul_sum,
      ← Finset.mul_sum, ← Complex.re_sum, horth, hw.2, ← hre, Real.sq_sqrt hb, div_pow,
      Real.sq_sqrt ht0, Complex.zero_re]
    field_simp
    ring
  · simp only [Pi.add_apply, Pi.smul_apply, smul_eq_mul]
    rw [hwk, mul_zero, add_zero, hd, ← Complex.ofReal_mul, div_mul_cancel₀ _ hp.ne',
      Complex.norm_real, Real.norm_eq_abs, sq_abs, Real.sq_sqrt ht0]
```

`Set.Icc 0 (P k k).re` is the closed interval \([0,P_{kk}]\). The theorem is an equality of sets, so there are two directions.

If \(t=|u_k|^2\) for an orbital of the level, then \(t\ge0\), and \(t\le P_{kk}\) by the bound above.

Conversely, let \(0\le t\le p\) with \(p=P_{kk}\), and let \(w\) be the orbital with a node at \(k\). If \(p=0\), then \(t=0\) and \(w\) has the required value. If \(p>0\), use column \(k\) of \(P\), which lies in the level because \(P^2=P\). Its squared norm is \(\sum_j|P_{jk}|^2=p\), so the normalised column is \(c_j=P_{jk}/\sqrt p\), with \(c_k=\sqrt p\). It is orthogonal to \(w\):

\[
\sum_j\overline{c_j}\,w_j=\frac1{\sqrt p}\sum_jP_{kj}w_j=\frac{(Pw)_k}{\sqrt p}=\frac{w_k}{\sqrt p}=0 .
\]

Now set

\[
u=\sqrt{t/p}\;c+\sqrt{1-t/p}\;w .
\]

This vector lies in the level, its squared norm is \(t/p+1-t/p=1\), and \(u_k=\sqrt{t/p}\,\sqrt p=\sqrt t\). Hence \(|u_k|^2=t\).

Lean works with the unnormalised column, which is why its coefficient is `√t / p`. The statement `hcol` places the column in the level, `horth` is the orthogonality, and `hexp` expands the squared modulus of one component of the mixture. The last three bullets check membership in the level, the norm and the value at \(k\).

```lean
/-- In a level with Hermitian projector of rank at least two, there are a site and two
normalised orbitals of the level that give different condensed Fukui values there. -/
theorem fukui_ill_defined {P : Matrix n n ℂ} (hH : P.IsHermitian) (hP : P * P = P)
    (hr : 2 ≤ P.rank) :
    ∃ k u v, IsLevelOrbital P u ∧ IsLevelOrbital P v ∧ ‖u k‖ ^ 2 ≠ ‖v k‖ ^ 2 := by
  by_contra hcon
  -- otherwise every diagonal element vanishes, and with it the projector
  have hz : P = 0 := by
    ext i j
    have hre : (P i i).re = ∑ j, ‖P i j‖ ^ 2 :=
      (congrArg Complex.re (diag_eq_row_norm hH hP i)).trans (Complex.ofReal_re _)
    have h0 : 0 ≤ (P i i).re := hre ▸ Finset.sum_nonneg fun j _ => sq_nonneg _
    have hI := fukuiValues_eq_Icc hH hP hr i
    obtain ⟨u, hu, hu0⟩ : (0 : ℝ) ∈ fukuiValues P i := hI ▸ ⟨le_rfl, h0⟩
    obtain ⟨v, hv, hvp⟩ : (P i i).re ∈ fukuiValues P i := hI ▸ ⟨h0, le_rfl⟩
    have hs : ∑ j, ‖P i j‖ ^ 2 = 0 := by
      by_contra hne
      refine hcon ⟨i, u, v, hu, hv, ?_⟩
      rw [hu0, hvp, hre]
      exact Ne.symm hne
    have hj := (Finset.sum_eq_zero_iff_of_nonneg fun j _ => sq_nonneg ‖P i j‖).1 hs j
      (Finset.mem_univ j)
    exact norm_eq_zero.1 (pow_eq_zero_iff two_ne_zero |>.1 hj)
  rw [hz, Matrix.rank_zero] at hr
  omega
```

This is the ill-definedness in direct form: at some site, two orbitals of the same level give different values. The restriction to some site is needed, because where \(P_{kk}=0\) every orbital of the level has a node and the only value is 0.

Suppose that no such site existed. Both 0 and \(P_{ii}\) are attained at each site \(i\), so \(P_{ii}=0\) for all \(i\). Since \(P_{ii}=\sum_j|P_{ij}|^2\), every entry of \(P\) would vanish, and the rank would be zero instead of at least two. The tactic `by_contra` starts this argument, `hz` is the conclusion \(P=0\), and `omega` closes the numerical contradiction.

In a Hückel-type calculation with orthonormal sites and frozen orbitals, a Fukui value read from one eigenvector of a degenerate frontier level thus depends, at every site with \(P_{kk}>0\), on which basis of the level the diagonaliser returns.

## The non-degenerate level

```lean
/-- For a non-degenerate level spanned by one normalised orbital `u`, the condensed Fukui
value at site `k` is unique and equals `|u_k|²`. -/
theorem fukuiValues_nondegenerate (u : n → ℂ) (hu : ∑ i, ‖u i‖ ^ 2 = 1) (k : n) :
    fukuiValues (vecMulVec u (star u)) k = {‖u k‖ ^ 2} := by
  have key : ∀ (v : n → ℂ) (i : n),
      (vecMulVec u (star u) *ᵥ v) i = (∑ j, star (u j) * v j) * u i := by
    intro v i
    simp only [Matrix.mulVec, dotProduct, Matrix.vecMulVec_apply, Pi.star_apply,
      Finset.sum_mul]
    exact Finset.sum_congr rfl fun j _ => by ring
  ext t
  constructor
  · rintro ⟨v, ⟨hv, hv1⟩, rfl⟩
    -- every orbital of the level is a phase times `u`
    obtain ⟨c, hc⟩ : ∃ c : ℂ, ∀ i, v i = c * u i :=
      ⟨_, fun i => (congrFun hv i).symm.trans (key v i)⟩
    simp only [hc, norm_mul, mul_pow] at hv1
    rw [← Finset.mul_sum, hu, mul_one] at hv1
    rw [Set.mem_singleton_iff, hc, norm_mul, mul_pow, hv1, one_mul]
  · intro ht
    refine ⟨u, ⟨?_, hu⟩, (Set.mem_singleton_iff.1 ht).symm⟩
    have h1 : ∑ j, star (u j) * u j = ((∑ j, ‖u j‖ ^ 2 : ℝ) : ℂ) := by
      rw [Complex.ofReal_sum]
      refine Finset.sum_congr rfl fun j _ => ?_
      rw [Complex.star_def, mul_comm, Complex.mul_conj, Complex.normSq_eq_norm_sq]
    ext i
    rw [key, h1, hu, Complex.ofReal_one, one_mul]
```

The matrix `vecMulVec u (star u)` has entries \(u_i\overline{u_j}\), so it is \(|u\rangle\langle u|\). If \(v\) is a normalised orbital of this level, then

\[
v=\langle u|v\rangle\,u,\qquad 1=\sum_i|v_i|^2=|\langle u|v\rangle|^2 .
\]

So \(v\) differs from \(u\) by a phase, and \(|v_k|^2=|u_k|^2\). The step `key` computes the action of the projector, and the second half of the proof confirms that \(u\) itself belongs to the level. For \(u=(1,1)/\sqrt2\) on two sites the set at either site is \(\{1/2\}\), not \([0,1/2]\), so the interval theorem can fail at rank one.

## A sum that does not depend on the basis

```lean
/-- For any orbitals `φ a` that resolve the projector as `P = ∑ |φ a⟩⟨φ a|`, the weights on
site `k` add up to `P_kk`. -/
theorem sum_fukui_eq_diag {ι m : Type*} [Fintype ι] (P : Matrix m m ℂ) (φ : ι → m → ℂ)
    (h : P = ∑ a, vecMulVec (φ a) (star (φ a))) (k : m) :
    ∑ a, ‖φ a k‖ ^ 2 = (P k k).re := by
  rw [h, Matrix.sum_apply, Complex.re_sum]
  refine Finset.sum_congr rfl fun a _ => ?_
  rw [Matrix.vecMulVec_apply, Pi.star_apply, Complex.star_def, Complex.mul_conj,
    Complex.ofReal_re, Complex.normSq_eq_norm_sq]
```

If \(P=\sum_a|\varphi_a\rangle\langle\varphi_a|\), taking the diagonal element at \(k\) gives

\[
P_{kk}=\sum_a(\varphi_a)_k\overline{(\varphi_a)_k}=\sum_a|(\varphi_a)_k|^2 .
\]

The proof is this line, applied term by term. Every orthonormal basis of the level resolves \(P\) in this way, so the summed weight is the same for all of them. For a level of dimension \(g\ge1\), \(P_{kk}/g\) is the value obtained by spreading one electron equally over the level.

## A three-site ring

```lean
/-- The projector onto the amplitudes on a three-site ring that sum to zero. -/
noncomputable def ringLevel : Matrix (Fin 3) (Fin 3) ℂ :=
  !![2/3, -1/3, -1/3; -1/3, 2/3, -1/3; -1/3, -1/3, 2/3]
```

The entries are \(2/3\) on the diagonal and \(-1/3\) elsewhere. The matrix projects onto the amplitudes with \(u_0+u_1+u_2=0\), which form the degenerate pair of a ring with equal site energies and equal non-zero real hopping.

```lean
/-- The ring level has a Hermitian, idempotent projector of rank at least two. -/
theorem ringLevel_witness :
    ringLevel.IsHermitian ∧ ringLevel * ringLevel = ringLevel ∧ 2 ≤ ringLevel.rank := by
  refine ⟨Matrix.IsHermitian.ext fun i j => ?_, ?_, ?_⟩
  · fin_cases i <;> fin_cases j <;> simp [ringLevel]
  · ext i j
    fin_cases i <;> fin_cases j <;>
      simp [ringLevel, Matrix.mul_apply, Fin.sum_univ_succ] <;> norm_num
  · -- a two-by-two block of the projector is invertible
    have h : (!![1, 0, 0; 0, 1, 0] : Matrix (Fin 2) (Fin 3) ℂ) *
        (ringLevel * (!![2, 1; 1, 2; 0, 0] : Matrix (Fin 3) (Fin 2) ℂ)) = 1 := by
      ext i j
      fin_cases i <;> fin_cases j <;>
        simp [ringLevel, Matrix.mul_apply, Fin.sum_univ_succ] <;> norm_num
    have h2 := (Matrix.rank_mul_le_right (!![1, 0, 0; 0, 1, 0] : Matrix (Fin 2) (Fin 3) ℂ)
      (ringLevel * (!![2, 1; 1, 2; 0, 0] : Matrix (Fin 3) (Fin 2) ℂ))).trans
      (Matrix.rank_mul_le_left _ _)
    rw [h, Matrix.rank_one, Fintype.card_fin] at h2
    exact h2
```

This theorem confirms that the example meets all the hypotheses. Hermiticity and idempotency are checked entry by entry, with `fin_cases` running through the indices. For the rank, the upper-left two-by-two block has an inverse:

\[
\begin{pmatrix}2/3&-1/3\\-1/3&2/3\end{pmatrix}\begin{pmatrix}2&1\\1&2\end{pmatrix}=\begin{pmatrix}1&0\\0&1\end{pmatrix}.
\]

Lean writes this as a product of three matrices that contains `ringLevel` and equals the two-by-two identity. A product cannot have a larger rank than any of its factors, so the rank of `ringLevel` is at least two.

```lean
/-- On each site of the three-site ring, the single-orbital condensed Fukui values of the
level `ringLevel` fill exactly the interval `[0, 2/3]`. -/
theorem fukuiValues_ringLevel (k : Fin 3) : fukuiValues ringLevel k = Set.Icc 0 (2 / 3) := by
  obtain ⟨hH, hP, hr⟩ := ringLevel_witness
  have hk : ringLevel k k = ((2 / 3 : ℝ) : ℂ) := by
    fin_cases k <;> simp [ringLevel]
  rw [fukuiValues_eq_Icc hH hP hr, hk, Complex.ofReal_re]

end FrontierDegeneracy
```

Since \(P_{kk}=2/3\) at each site, the general theorem gives the interval \([0,2/3]\). The orthonormal pair \((1,-1,0)/\sqrt2\) and \((1,1,-2)/\sqrt6\) shows the spread: the first has weights \(1/2,1/2,0\) and the second \(1/6,1/6,2/3\). At every site the two weights add up to \(2/3\), although either orbital alone would suggest that the three equivalent sites differ.

```lean
#print axioms FrontierDegeneracy.fukui_ill_defined
#print axioms FrontierDegeneracy.fukuiValues_nondegenerate
#print axioms FrontierDegeneracy.sum_fukui_eq_diag
#print axioms FrontierDegeneracy.fukuiValues_ringLevel
```

```
'FrontierDegeneracy.fukui_ill_defined' depends on axioms: [propext, Classical.choice, Quot.sound]
'FrontierDegeneracy.fukuiValues_nondegenerate' depends on axioms: [propext, Classical.choice, Quot.sound]
'FrontierDegeneracy.sum_fukui_eq_diag' depends on axioms: [propext, Classical.choice, Quot.sound]
'FrontierDegeneracy.fukuiValues_ringLevel' depends on axioms: [propext, Classical.choice, Quot.sound]
```
